# Cutting a matrix product state at one bond factorises its amplitude matrix through the bond space

The theorem `cutMatrix_mps` concerns an open matrix product state on a finite chain of `k + m` sites, with site-dependent complex `D × D` matrices and boundary vectors `l` and `r`; no normalisation or canonical form is assumed. Its amplitudes are arranged as a matrix, with the configuration of the first `k` sites as row index and that of the last `m` as column index. The statement is that this matrix equals the product of a left environment and a right environment, summed over the `D` values of the bond index at the cut. The attempt fixes one entry, splits the ordered product of matrices at the cut, simplifies the joined configuration on each side, and regroups the result as a dot product of two bond vectors.

In Lean, a first try:

```lean
import Mathlib

open Matrix

namespace MPSCutRank

noncomputable section

variable {σ : Type*} {D k m : ℕ}

/-- The amplitude `lᵀ A_0^(s_0) ⋯ A_(N-1)^(s_(N-1)) r` of an open matrix product state with
site-dependent tensors. -/
def mpsAmplitude {N : ℕ} (A : Fin N → σ → Matrix (Fin D) (Fin D) ℂ) (l r : Fin D → ℂ)
    (s : Fin N → σ) : ℂ :=
  l ⬝ᵥ ((List.ofFn fun i => A i (s i)).prod *ᵥ r)

/-- The amplitudes of a state on `k + m` sites, arranged as a matrix with the left string
as row index and the right string as column index. -/
def cutMatrix (k m : ℕ) (ψ : (Fin (k + m) → σ) → ℂ) :
    Matrix (Fin k → σ) (Fin m → σ) ℂ :=
  Matrix.of fun s t => ψ (Fin.append s t)

/-- The left boundary vector contracted with the tensors of a block, for each string. -/
def leftEnv (A : Fin k → σ → Matrix (Fin D) (Fin D) ℂ) (l : Fin D → ℂ) :
    Matrix (Fin k → σ) (Fin D) ℂ :=
  Matrix.of fun s a => (l ᵥ* (List.ofFn fun i => A i (s i)).prod) a

/-- The tensors of a block contracted with the right boundary vector, for each string. -/
def rightEnv (A : Fin m → σ → Matrix (Fin D) (Fin D) ℂ) (r : Fin D → ℂ) :
    Matrix (Fin D) (Fin m → σ) ℂ :=
  Matrix.of fun a t => ((List.ofFn fun i => A i (t i)).prod *ᵥ r) a

/-- Cutting one bond factorises the amplitude matrix of an MPS into its left and right
environments, joined by the bond index. -/
theorem cutMatrix_mps (A : Fin (k + m) → σ → Matrix (Fin D) (Fin D) ℂ) (l r : Fin D → ℂ) :
    cutMatrix k m (mpsAmplitude A l r) =
      leftEnv (fun i => A (Fin.castAdd m i)) l * rightEnv (fun j => A (Fin.natAdd k j)) r := by
  ext s t
  -- split the ordered product of tensors at the cut
  simp only [cutMatrix, mpsAmplitude, Matrix.of_apply]
  rw [List.ofFn_add, List.prod_append]
  simp only [Fin.append_left, Fin.append_right]
  rw [← Matrix.mulVec_mulVec, Matrix.dotProduct_mulVec]
  rfl

end

end MPSCutRank
```

Compiling this gives:

```
Main.lean:44:2: error: Tactic `rfl` failed: The left-hand side
  l ᵥ* (List.ofFn fun i => A (Fin.castLE ⋯ i) (Fin.append s t (Fin.castLE ⋯ i))).prod ⬝ᵥ
    (List.ofFn fun i => A (Fin.natAdd k i) (t i)).prod *ᵥ r
is not definitionally equal to the right-hand side
  (leftEnv (fun i => A (Fin.castAdd m i)) l * rightEnv (fun j => A (Fin.natAdd k j)) r) s t

σ : Type u_1
D k m : ℕ
A : Fin (k + m) → σ → Matrix (Fin D) (Fin D) ℂ
l r : Fin D → ℂ
s : Fin k → σ
t : Fin m → σ
⊢ l ᵥ* (List.ofFn fun i => A (Fin.castLE ⋯ i) (Fin.append s t (Fin.castLE ⋯ i))).prod ⬝ᵥ
      (List.ofFn fun i => A (Fin.natAdd k i) (t i)).prod *ᵥ r =
    (leftEnv (fun i => A (Fin.castAdd m i)) l * rightEnv (fun j => A (Fin.natAdd k j)) r) s t
Main.lean:42:13: warning: This simp argument is unused:
  Fin.append_left

Hint: Omit it from the simp argument list.
  [apply] simp only [Fin.append_right]

Note: This linter can be disabled with `set_option linter.unusedSimpArgs false`
```

What went wrong. The warning shows where the trouble starts: `Fin.append_left` was never used. `List.ofFn_add` writes the left block's site indices with `Fin.castLE`, whereas `Fin.append_left` is stated for `Fin.castAdd`. The two agree by definition, but `simp only` does not unfold `Fin.castAdd` to find the match. The right block uses `Fin.natAdd` on both sides, so `Fin.append_right` applies.

The goal therefore keeps `Fin.append s t (Fin.castLE ⋯ i)` where the left environment has `s i`. The closing `rfl` cannot bridge this, because `Fin.append` decides by a case distinction whether an index lies in the left block, and for a variable `i` that does not reduce by computation. Hence the error.

The repair states the missing equation as `hl`, in the `Fin.castLE` form. `Fin.append_left s t i` proves it, since here Lean checks the two forms by unfolding. With `hl` in place of `Fin.append_left`, `simp only` turns the left entries into `s i`. The final `rfl` then has only definitions to unfold, including the remaining difference between `Fin.castLE` and `Fin.castAdd` in the index of `A`.

Fix (accepted with no message):

```diff
@@ -40,5 +40,7 @@
   simp only [cutMatrix, mpsAmplitude, Matrix.of_apply]
   rw [List.ofFn_add, List.prod_append]
-  simp only [Fin.append_left, Fin.append_right]
+  have hl : ∀ (h : k ≤ k + m) (i : Fin k), Fin.append s t (Fin.castLE h i) = s i :=
+    fun _ i => Fin.append_left s t i
+  simp only [hl, Fin.append_right]
   rw [← Matrix.mulVec_mulVec, Matrix.dotProduct_mulVec]
   rfl
```
